# Permuting the entries of a finite diagonal matrix is a unitary change of basis

In a finite-dimensional state space, an operator that is diagonal in an orthonormal basis stays the same operator, up to a unitary change of basis, when its diagonal entries are permuted. The lemma `relabelling_equivalent` states this for any complex entries `d` and any permutation `σ`: there is a unitary `U` such that the diagonal matrix with entries `d (σ i)` equals `Uᴴ * diagonal d * U`. The entries need not be real or distinct, so energy levels, with or without degeneracy, are a special case. The attempt takes for `U` the identity matrix with its columns permuted by `σ`, then checks entry by entry that `U` is unitary and that the product is the permuted diagonal matrix.

This version doesn't compile in Lean 4 with Mathlib:

```lean
import Mathlib

open Matrix Polynomial

namespace SpectrumCompleteInvariant

variable {n : Type*} [Fintype n] [DecidableEq n]

/-- `B` is the matrix `A` written in another orthonormal basis: `B = Uᴴ A U` for a unitary `U`. -/
def UnitarilyEquivalent (A B : Matrix n n ℂ) : Prop :=
  ∃ U ∈ Matrix.unitaryGroup n ℂ, B = Uᴴ * A * U

/-- Relabelling the levels of a diagonal matrix is a change of orthonormal basis. -/
theorem relabelling_equivalent (d : n → ℂ) (σ : Equiv.Perm n) :
    UnitarilyEquivalent (diagonal d) (diagonal fun i => d (σ i)) := by
  have hP : ((1 : Matrix n n ℂ).submatrix id σ)ᴴ = (1 : Matrix n n ℂ).submatrix σ id := by
    rw [conjTranspose_submatrix, conjTranspose_one]
  refine ⟨(1 : Matrix n n ℂ).submatrix id σ, Matrix.mem_unitaryGroup_iff'.mpr ?_, ?_⟩
  · rw [Matrix.star_eq_conjTranspose, hP]
    ext i j
    simp [Matrix.mul_apply, Matrix.one_apply]
  · rw [hP]
    ext i j
    rw [Matrix.mul_apply]
    simp [Matrix.mul_diagonal, Matrix.one_apply, Matrix.diagonal_apply]

end SpectrumCompleteInvariant
```

The error:

```
Main.lean:22:2: error: unsolved goals
case refine_2
n : Type u_1
inst✝¹ : Fintype n
inst✝ : DecidableEq n
d : n → ℂ
σ : Equiv.Perm n
hP : (submatrix 1 id ⇑σ)ᴴ = submatrix 1 (⇑σ) id
i j : n
⊢ (if i = j then d (σ i) else 0) = if i = j then d (σ j) else 0
```

Diagnosis. The message says that the second part of the proof, the matrix identity, ends with a goal still open. By then `simp` has worked out the matrix product, and both sides are zero off the diagonal. On the diagonal one side reads `d (σ i)` and the other `d (σ j)`. These are equal when `i = j`, but `simp` does not by default use the condition of an `if` to rewrite inside its branch, so it leaves the two expressions as they are.

The repair adds a case split on `i = j` after the `simp` call. If the indices are equal, `rw [hij]` replaces `i` by `j`, the two sides become identical, and `rw` closes the goal by reflexivity. If they differ, `simp only [if_neg hij]` reduces both sides to zero. The choice of `U` and the rest of the proof are unchanged.

Fix (accepted with no message):

```diff
@@ -24,4 +24,7 @@
     rw [Matrix.mul_apply]
     simp [Matrix.mul_diagonal, Matrix.one_apply, Matrix.diagonal_apply]
+    by_cases hij : i = j
+    · rw [hij]
+    · simp only [if_neg hij]
 
 end SpectrumCompleteInvariant
```
